# In a time-dependent Hartree model with a positive semidefinite kernel, a Crank–Nicolson step frozen at the initial density never lowers the energy

## An energy that creeps upward while the norm stays put

Propagate electrons in real time with no external field and fixed nuclei, and the total energy should stay constant. If each Crank–Nicolson step uses the Hamiltonian built from the density at the start of the step, the norm is conserved but the energy can climb. Someone who checks only the norm may read the climb as physical heating. For an energy whose interaction part is quadratic in the density, the gain per step has a closed form. If that part is the Coulomb energy of the density, the gain is never negative.

## The model

A state is a vector \(u\) of coefficients in a finite basis, and \(\langle x,y\rangle\) is conjugate-linear in \(x\). The overlap matrix \(S\) plays the part of the PAW overlap operator. Hermitian matrices \(M_a\) give the density components \(n_a(u)=\langle u,M_au\rangle\), for instance the pseudo-density with its compensation charges at grid point \(a\). With a Hermitian \(h_0\) and a real symmetric kernel \(K\), the energy is

\[
E(u)=\langle u,h_0u\rangle+\tfrac12\,n(u)\cdot Kn(u).
\]

Positive semidefiniteness of \(K\) expresses that the Coulomb self-energy of any charge difference is nonnegative.

Freezing the density at \(m\) gives \(H=h_0+\sum_a(Km)_aM_a\). With \(\hbar=1\), a step of length \(\tau\) from \(u\) to \(w\) satisfies

\[
iS(w-u)=\tfrac{\tau}{2}H(w+u).
\]

## Two pairings and the energy balance

Pair the step equation with \(w+u\). The right side is real because \(H\) is Hermitian, so the imaginary part of the left side vanishes:

\[
0=\mathrm{Re}\langle w+u,S(w-u)\rangle=\langle w,Sw\rangle-\langle u,Su\rangle .
\]

The cross terms cancel because \(\langle w,Su\rangle\) and \(\langle u,Sw\rangle\) are complex conjugates. The overlap norm is conserved.

Now pair with \(w-u\). The left side, \(i\langle w-u,S(w-u)\rangle\), is purely imaginary. For \(\tau\neq0\) the real part gives

\[
0=\mathrm{Re}\langle w-u,H(w+u)\rangle=\langle w,Hw\rangle-\langle u,Hu\rangle .
\]

Since \(\langle v,Hv\rangle=\langle v,h_0v\rangle+n(v)\cdot Km\) for every \(v\), writing \(\Delta n=n(w)-n(u)\) turns this into

\[
\langle w,h_0w\rangle-\langle u,h_0u\rangle=-\Delta n\cdot Km .
\]

By symmetry of \(K\), the quadratic term changes by \(\Delta n\cdot K\,\tfrac12(n(w)+n(u))\). Adding the two changes,

\[
E(w)-E(u)=\Delta n\cdot K\left(\tfrac12(n(w)+n(u))-m\right).
\]

For \(m=n(u)\) the bracket is \(\tfrac12\Delta n\), and

\[
E(w)-E(u)=\tfrac12\,\Delta n\cdot K\Delta n\ge0 .
\]

For \(m=\tfrac12(n(w)+n(u))\) the bracket is zero and the energy is conserved.

The step itself exists and is unique when \(S\) is positive definite. It solves \((iS-\tfrac\tau2H)w=(iS+\tfrac\tau2H)u\). A vector \(x\) in the kernel of the left matrix is a step from the zero state, so \(\langle x,Sx\rangle=0\) and \(x=0\). An injective square matrix is invertible.

## The conserved expectation value is not the energy

The second pairing can be misread as energy conservation. The quantity it conserves, \(\langle v,Hv\rangle\), counts the interaction differently from \(E(v)\). For \(m=n(u)\),

\[
\langle w,Hw\rangle=E(w)+\tfrac12n(u)\cdot Kn(u)-\tfrac12\Delta n\cdot K\Delta n ,
\]

and the last term is exactly the drift that the misreading loses.

Nor is it the Hartree term alone that must rise. Take \(S=1\), one density component, \(K=1\), and

\[
h_0=\begin{pmatrix}-1&1\\1&1\end{pmatrix},\qquad M=\begin{pmatrix}1&0\\0&-1\end{pmatrix}.
\]

A step of length 2 takes \((1,0)\) to \((0,-i)\). The density component, here the population difference of the two levels, goes from \(1\) to \(-1\), so the Hartree term is \(\tfrac12\) at both ends, while \(\langle h_0\rangle\) goes from \(-1\) to \(1\). The energy rises by 2.

## The step inside a real-time propagation

A code that uses the frozen step builds \(H\) from the current density and solves

\[
(S+\tfrac{i\tau}{2}H)w=(S-\tfrac{i\tau}{2}H)u
\]

for each orbital. For several orbitals with occupations \(f_j>0\), \(u\) is the stacked vector, and \(S\), \(h_0\) and \(M_a\) become block diagonal with the \(j\)-th block multiplied by \(f_j\). The factor cancels from each orbital's step.

A predictor–corrector scheme takes the result \(w_1\) as a prediction, sets \(m=\tfrac12(n(w_1)+n(u))\), and solves again from \(u\) to get \(w_2\). The balance then leaves

\[
E(w_2)-E(u)=\tfrac12\,(n(w_2)-n(u))\cdot K(n(w_2)-n(w_1)),
\]

whose sign is not fixed by positive semidefiniteness of \(K\). If the corrector is repeated until the density no longer changes, the energy error vanishes.

## Reading the formal statement

The finite types `ι` and `α` index basis functions and density components. `expect A u` is the real part of \(\langle u,Au\rangle\), which is the whole value for Hermitian `A`. `density`, `energy` and `frozenHam` transcribe the formulas above, and `IsCNStep S H τ u w` is the implicit equation, with no matrix inverse.

`energy_balance` is the identity for arbitrary `m`, and `energy_drift` gives both the value and the sign for `m = density M u`. These need `S` only Hermitian; `S.PosDef` enters in `step_existsUnique`. The step length may have either sign, so stepping backward in time does not lower the energy either. `energy_monotone` extends the sign to a whole trajectory with variable step lengths.

`corrector_conserves_energy` assumes a step whose Hamiltonian already contains the final density. Its existence does not follow from `step_existsUnique`, where `H` is given in advance. The model has fixed \(S\), \(h_0\) and \(M_a\), hence no moving ions or time-dependent field, and no exchange–correlation energy beyond a quadratic form. The one-centre Hartree corrections of PAW are quadratic as well; with them included, the sign result applies if the enlarged \(K\) is positive semidefinite.

## The Lean file

```lean
import Mathlib

open Matrix
open scoped ComplexOrder

namespace PAWCrankNicolsonDrift

noncomputable section

variable {ι α : Type*} [Fintype ι] [Fintype α]

/-- The real part of the expectation value `⟨u, A u⟩`. -/
def expect (A : Matrix ι ι ℂ) (u : ι → ℂ) : ℝ := (star u ⬝ᵥ A *ᵥ u).re

/-- The density components `n_a(u) = Re ⟨u, M_a u⟩`; for Hermitian `M_a` the real part is the whole
value. -/
def density (M : α → Matrix ι ι ℂ) (u : ι → ℂ) : α → ℝ := fun a => expect (M a) u

/-- The energy `E(u) = Re ⟨u, h0 u⟩ + (1/2) ⟨n(u), K n(u)⟩`, with `n(u) = density M u`; for
Hermitian `h0` the real part is the whole value. -/
def energy (h0 : Matrix ι ι ℂ) (M : α → Matrix ι ι ℂ) (K : Matrix α α ℝ)
    (u : ι → ℂ) : ℝ :=
  expect h0 u + 1 / 2 * (density M u ⬝ᵥ K *ᵥ density M u)

/-- The Hamiltonian `h0 + ∑ a, (K m)_a M_a` frozen at the density `m`. -/
def frozenHam (h0 : Matrix ι ι ℂ) (M : α → Matrix ι ι ℂ) (K : Matrix α α ℝ)
    (m : α → ℝ) : Matrix ι ι ℂ :=
  h0 + ∑ a, (((K *ᵥ m) a : ℝ) : ℂ) • M a

/-- A Crank-Nicolson step of length `τ` from `u` to `w` with overlap `S` and Hamiltonian `H`,
in units with `ħ = 1`: `i S (w - u) = (τ/2) H (w + u)`. -/
def IsCNStep (S H : Matrix ι ι ℂ) (τ : ℝ) (u w : ι → ℂ) : Prop :=
  Complex.I • (S *ᵥ (w - u)) = ((τ / 2 : ℝ) : ℂ) • (H *ᵥ (w + u))

/-- Matrix elements of a Hermitian operator satisfy `⟨x, A y⟩ = conj ⟨y, A x⟩`. -/
theorem hermitian_swap {A : Matrix ι ι ℂ} (hA : A.IsHermitian) (x y : ι → ℂ) :
    star x ⬝ᵥ A *ᵥ y = star (star y ⬝ᵥ A *ᵥ x) := by
  simp only [dotProduct, Matrix.mulVec, Pi.star_apply, Finset.mul_sum, star_sum, star_mul',
    star_star]
  refine Finset.sum_comm.trans ?_
  refine Finset.sum_congr rfl fun j _ => Finset.sum_congr rfl fun i _ => ?_
  rw [hA.apply i j]
  ring

/-- A Crank-Nicolson step with Hermitian overlap and Hamiltonian conserves the
overlap norm `⟨u, S u⟩`. -/
theorem step_conserves_norm {S H : Matrix ι ι ℂ} (hS : S.IsHermitian) (hH : H.IsHermitian)
    {τ : ℝ} {u w : ι → ℂ} (h : IsCNStep S H τ u w) : expect S w = expect S u := by
  -- pair the step equation with `w + u` and take the imaginary part
  have h1 := congrArg (fun v => (star (w + u) ⬝ᵥ v).im) h
  simp only [dotProduct_smul, smul_eq_mul, Complex.I_mul_im, Complex.im_ofReal_mul] at h1
  have h2 : (star (w + u) ⬝ᵥ H *ᵥ (w + u)).im = -(star (w + u) ⬝ᵥ H *ᵥ (w + u)).im :=
    congrArg Complex.im (hermitian_swap hH (w + u) (w + u))
  have h3 : (star (w + u) ⬝ᵥ H *ᵥ (w + u)).im = 0 := by linarith
  have h4 : (star w ⬝ᵥ S *ᵥ u).re = (star u ⬝ᵥ S *ᵥ w).re :=
    by rw [hermitian_swap hS w u, Complex.star_def, Complex.conj_re]
  rw [h3, mul_zero] at h1
  simp only [star_add, add_dotProduct, Matrix.mulVec_sub, dotProduct_sub, Complex.add_re,
    Complex.sub_re] at h1
  unfold expect
  linarith

/-- A Crank-Nicolson step of nonzero length with Hermitian overlap and Hamiltonian conserves
the expectation value of the Hamiltonian used in the step. -/
theorem step_conserves_hamiltonian {S H : Matrix ι ι ℂ} (hS : S.IsHermitian)
    (hH : H.IsHermitian) {τ : ℝ} (hτ : τ ≠ 0) {u w : ι → ℂ} (h : IsCNStep S H τ u w) :
    expect H w = expect H u := by
  -- pair the step equation with `w - u` and take the real part
  have h1 := congrArg (fun v => (star (w - u) ⬝ᵥ v).re) h
  simp only [dotProduct_smul, smul_eq_mul, Complex.I_mul_re, Complex.re_ofReal_mul] at h1
  have h2 : (star (w - u) ⬝ᵥ S *ᵥ (w - u)).im = -(star (w - u) ⬝ᵥ S *ᵥ (w - u)).im :=
    congrArg Complex.im (hermitian_swap hS (w - u) (w - u))
  have h3 : τ / 2 * (star (w - u) ⬝ᵥ H *ᵥ (w + u)).re = 0 := by linarith
  have h4 : (star w ⬝ᵥ H *ᵥ u).re = (star u ⬝ᵥ H *ᵥ w).re :=
    by rw [hermitian_swap hH w u, Complex.star_def, Complex.conj_re]
  have h5 := (mul_eq_zero.1 h3).resolve_left (div_ne_zero hτ two_ne_zero)
  simp only [star_sub, sub_dotProduct, Matrix.mulVec_add, dotProduct_add, Complex.add_re,
    Complex.sub_re] at h5
  unfold expect
  linarith

/-- For a positive definite overlap and a Hermitian Hamiltonian, every state has exactly one
Crank-Nicolson successor. -/
theorem step_existsUnique {S H : Matrix ι ι ℂ} (hS : S.PosDef) (hH : H.IsHermitian)
    (τ : ℝ) (u : ι → ℂ) : ∃! w, IsCNStep S H τ u w := by
  have hstep : ∀ u w, IsCNStep S H τ u w ↔
      (Complex.I • S - ((τ / 2 : ℝ) : ℂ) • H) *ᵥ w =
        (Complex.I • S + ((τ / 2 : ℝ) : ℂ) • H) *ᵥ u := by
    intro u w
    simp only [IsCNStep, Matrix.sub_mulVec, Matrix.add_mulVec, Matrix.smul_mulVec,
      Matrix.mulVec_sub, Matrix.mulVec_add]
    constructor <;> intro h <;> linear_combination (norm := module) h
  -- a step starting from zero has zero norm, so the implicit equation is injective
  have hinj : Function.Injective
      (Complex.I • S - ((τ / 2 : ℝ) : ℂ) • H).mulVecLin := by
    refine (injective_iff_map_eq_zero _).2 fun x hx => ?_
    rw [Matrix.mulVecLin_apply] at hx
    have hn := step_conserves_norm hS.isHermitian hH
      ((hstep 0 x).2 (by rw [hx, Matrix.mulVec_zero]))
    have hz : expect S 0 = 0 := by simp [expect]
    rw [hz] at hn
    by_contra hne
    have hp : 0 < expect S x := (Complex.lt_def.1 (hS.dotProduct_mulVec_pos hne)).1
    linarith
  obtain ⟨w, hw⟩ := LinearMap.injective_iff_surjective.1 hinj
    ((Complex.I • S + ((τ / 2 : ℝ) : ℂ) • H) *ᵥ u)
  refine ⟨w, (hstep u w).2 hw, fun v hv => hinj ?_⟩
  exact ((hstep u v).1 hv).trans hw.symm

omit [Fintype ι] in
/-- The frozen Hamiltonian is Hermitian when `h0` and all `M_a` are. -/
theorem frozenHam_isHermitian {h0 : Matrix ι ι ℂ} {M : α → Matrix ι ι ℂ}
    (hh : h0.IsHermitian) (hM : ∀ a, (M a).IsHermitian) (K : Matrix α α ℝ) (m : α → ℝ) :
    (frozenHam h0 M K m).IsHermitian := by
  unfold frozenHam
  rw [Matrix.IsHermitian, Matrix.conjTranspose_add, Matrix.conjTranspose_sum, hh.eq]
  congr 1
  refine Finset.sum_congr rfl fun a _ => ?_
  rw [Matrix.conjTranspose_smul, (hM a).eq]
  simp only [Complex.star_def, Complex.conj_ofReal]

/-- Energy balance of a nonzero step with the Hamiltonian frozen at any density `m`, for
Hermitian `S`, `h0`, `M_a` and symmetric `K`:
`E(w) - E(u) = ⟨n(w) - n(u), K ((n(w) + n(u))/2 - m)⟩`. -/
theorem energy_balance {S h0 : Matrix ι ι ℂ} {M : α → Matrix ι ι ℂ} {K : Matrix α α ℝ}
    (hS : S.IsHermitian) (hh : h0.IsHermitian) (hM : ∀ a, (M a).IsHermitian)
    (hK : K.IsSymm) {τ : ℝ} (hτ : τ ≠ 0) {m : α → ℝ} {u w : ι → ℂ}
    (h : IsCNStep S (frozenHam h0 M K m) τ u w) :
    energy h0 M K w - energy h0 M K u = (density M w - density M u) ⬝ᵥ
      K *ᵥ ((1 / 2 : ℝ) • (density M w + density M u) - m) := by
  classical
  -- the expectation value of a real combination of the `M_a` is the same combination of
  -- their expectation values
  have hsum : ∀ (c : α → ℝ) (v : ι → ℂ) (s : Finset α),
      expect (∑ a ∈ s, ((c a : ℝ) : ℂ) • M a) v = ∑ a ∈ s, c a * expect (M a) v := by
    intro c v s
    induction s using Finset.induction_on with
    | empty => simp [expect]
    | insert a s ha ih =>
      rw [Finset.sum_insert ha, Finset.sum_insert ha, ← ih]
      simp only [expect, Matrix.add_mulVec, Matrix.smul_mulVec, dotProduct_add,
        dotProduct_smul, smul_eq_mul, Complex.add_re, Complex.re_ofReal_mul]
  have hexp : ∀ v, expect (frozenHam h0 M K m) v =
      expect h0 v + density M v ⬝ᵥ K *ᵥ m := by
    intro v
    rw [dotProduct_comm]
    change _ = expect h0 v + ∑ a, (K *ᵥ m) a * expect (M a) v
    rw [← hsum]
    simp only [frozenHam, expect, Matrix.add_mulVec, dotProduct_add, Complex.add_re]
  have key := step_conserves_hamiltonian hS (frozenHam_isHermitian hh hM K m) hτ h
  rw [hexp, hexp] at key
  have hsym : density M w ⬝ᵥ K *ᵥ density M u = density M u ⬝ᵥ K *ᵥ density M w := by
    rw [Matrix.dotProduct_mulVec, ← Matrix.mulVec_transpose, hK.eq, dotProduct_comm]
  simp only [energy, Matrix.mulVec_sub, Matrix.mulVec_smul, Matrix.mulVec_add,
    dotProduct_sub, dotProduct_smul, dotProduct_add, sub_dotProduct, smul_eq_mul]
  linarith

/-- With Hermitian `S`, `h0`, `M_a` and positive semidefinite `K`, a nonzero step frozen at the
initial density changes the energy by `(1/2) ⟨Δn, K Δn⟩`, which is never negative. -/
theorem energy_drift {S h0 : Matrix ι ι ℂ} {M : α → Matrix ι ι ℂ} {K : Matrix α α ℝ}
    (hS : S.IsHermitian) (hh : h0.IsHermitian) (hM : ∀ a, (M a).IsHermitian)
    (hK : K.PosSemidef) {τ : ℝ} (hτ : τ ≠ 0) {u w : ι → ℂ}
    (h : IsCNStep S (frozenHam h0 M K (density M u)) τ u w) :
    energy h0 M K w - energy h0 M K u =
        1 / 2 * ((density M w - density M u) ⬝ᵥ K *ᵥ (density M w - density M u)) ∧
      0 ≤ energy h0 M K w - energy h0 M K u := by
  have hsymm : K.IsSymm := by
    ext i j
    simpa using hK.isHermitian.apply i j
  have hb := energy_balance hS hh hM hsymm hτ h
  have hm : (1 / 2 : ℝ) • (density M w + density M u) - density M u =
      (1 / 2 : ℝ) • (density M w - density M u) := by module
  rw [hm, Matrix.mulVec_smul, dotProduct_smul, smul_eq_mul] at hb
  have hpos := hK.dotProduct_mulVec_nonneg (density M w - density M u)
  rw [star_trivial] at hpos
  exact ⟨hb, by rw [hb]; positivity⟩

/-- Along a trajectory of nonzero steps, each frozen at its own initial density, the energy
never decreases, for Hermitian `S`, `h0`, `M_a` and positive semidefinite `K`. -/
theorem energy_monotone {S h0 : Matrix ι ι ℂ} {M : α → Matrix ι ι ℂ} {K : Matrix α α ℝ}
    (hS : S.IsHermitian) (hh : h0.IsHermitian) (hM : ∀ a, (M a).IsHermitian)
    (hK : K.PosSemidef) {τ : ℕ → ℝ} (hτ : ∀ k, τ k ≠ 0) {u : ℕ → ι → ℂ}
    (h : ∀ k, IsCNStep S (frozenHam h0 M K (density M (u k))) (τ k) (u k) (u (k + 1))) :
    Monotone fun k => energy h0 M K (u k) :=
  monotone_nat_of_le_succ fun k =>
    sub_nonneg.1 (energy_drift hS hh hM hK (hτ k) (h k)).2

/-- A nonzero step whose Hamiltonian is frozen at the mean of the initial and final densities
conserves the energy exactly, for Hermitian `S`, `h0`, `M_a` and symmetric `K`. -/
theorem corrector_conserves_energy {S h0 : Matrix ι ι ℂ} {M : α → Matrix ι ι ℂ}
    {K : Matrix α α ℝ} (hS : S.IsHermitian) (hh : h0.IsHermitian)
    (hM : ∀ a, (M a).IsHermitian) (hK : K.IsSymm) {τ : ℝ} (hτ : τ ≠ 0) {u w : ι → ℂ}
    (h : IsCNStep S (frozenHam h0 M K ((1 / 2 : ℝ) • (density M w + density M u))) τ u w) :
    energy h0 M K w = energy h0 M K u := by
  have hb := energy_balance hS hh hM hK hτ h
  rw [sub_self, Matrix.mulVec_zero, dotProduct_zero] at hb
  exact sub_eq_zero.1 hb

/-- A two-level system with unit overlap and one density component: the step of length 2 from
`(1, 0)`, frozen at the initial density, ends at `(0, -i)` and raises the energy by 2. -/
theorem energy_drift_witness :
    let h0 : Matrix (Fin 2) (Fin 2) ℂ := !![-1, 1; 1, 1]
    let M : Fin 1 → Matrix (Fin 2) (Fin 2) ℂ := fun _ => !![1, 0; 0, -1]
    let K : Matrix (Fin 1) (Fin 1) ℝ := 1
    IsCNStep 1 (frozenHam h0 M K (density M ![1, 0])) 2 ![1, 0] ![0, -Complex.I] ∧
      energy h0 M K ![0, -Complex.I] - energy h0 M K ![1, 0] = 2 := by
  intro h0 M K
  -- at the initial density the frozen Hamiltonian is a pure coupling of the two levels
  have hH : frozenHam h0 M K (density M ![1, 0]) = !![0, 1; 1, 0] := by
    ext i j
    fin_cases i <;> fin_cases j <;>
      simp [h0, M, K, frozenHam, density, expect, dotProduct, Fin.sum_univ_succ]
  constructor
  · rw [hH]
    unfold IsCNStep
    rw [Matrix.one_mulVec]
    ext i
    fin_cases i <;> simp
  · simp [h0, M, K, energy, density, expect, dotProduct, Fin.sum_univ_succ]
    norm_num

end

end PAWCrankNicolsonDrift
```

```lean
#print axioms PAWCrankNicolsonDrift.step_existsUnique
-- 'PAWCrankNicolsonDrift.step_existsUnique' depends on axioms: [propext, Classical.choice, Quot.sound]
#print axioms PAWCrankNicolsonDrift.energy_drift
-- 'PAWCrankNicolsonDrift.energy_drift' depends on axioms: [propext, Classical.choice, Quot.sound]
#print axioms PAWCrankNicolsonDrift.energy_monotone
-- 'PAWCrankNicolsonDrift.energy_monotone' depends on axioms: [propext, Classical.choice, Quot.sound]
#print axioms PAWCrankNicolsonDrift.corrector_conserves_energy
-- 'PAWCrankNicolsonDrift.corrector_conserves_energy' depends on axioms: [propext, Classical.choice, Quot.sound]
```

## From the pairings to the Lean proof

`hermitian_swap` states that exchanging the two vectors conjugates a matrix element. It writes both sides as double sums, exchanges the order of summation and applies Hermiticity entry by entry.

In `step_conserves_norm` and `step_conserves_hamiltonian`, `congrArg` pairs the step equation with `w + u` or `w - u` and takes the imaginary or real part. In each, `h2` says that the imaginary part of a Hermitian expectation value equals its own negative, and `h4` matches the cross terms. The second proof divides by `τ / 2` at `h5`. `linarith` collects what remains.

`step_existsUnique` rewrites the step as a linear system in `hstep` and proves injectivity in `hinj` by the zero-state argument. `LinearMap.injective_iff_surjective` then supplies the solution, and injectivity gives uniqueness.

`frozenHam_isHermitian` uses that the coefficients \((Km)_a\) are real. In `energy_balance`, `hsum` proves linearity of the expectation value by induction over finite sets, `hexp` expands the frozen expectation value, `key` is its conservation, and `hsym` is the symmetry of `K`. A final `linarith` adds the two energy changes.

`energy_drift` extracts symmetry from positive semidefiniteness, simplifies the bracket in `hm`, and reads off the sign. `energy_monotone` applies this to successive steps, while in `corrector_conserves_energy` the bracket becomes zero by `sub_self`. `energy_drift_witness` first computes the frozen Hamiltonian of the two-level example, a pure coupling between the levels, then verifies the step component by component and evaluates the energies.
